# Exchange Slater integrals on a finite radial grid: \(G^k/(2k+1)\) does not increase with \(k\)

Before an atomic-structure code combines its radial integrals with angular coefficients to get multiplet energies, it can check the table of exchange integrals \(G^k\) for consistency. The values themselves may rise with the multipole order \(k\), so a rise is no sign of a fault. After division by \(2k+1\) they cannot rise:

\[
\frac{G^{k+1}}{2k+3}\le\frac{G^k}{2k+1}.
\]

Here, in atomic units,

\[
G^k=\sum_{i,j}\rho_i\rho_j\,g_k(r_i,r_j),\qquad
g_k(r,s)=\frac{\min(r,s)^k}{\max(r,s)^{k+1}},
\]

with finitely many radii \(r_i>0\) and real weights \(\rho_i\) of any sign. For direct integrals \(F^k\), in which \(\rho_i\rho_j\) is replaced by \(\rho_i\sigma_j\) with two sets of nonnegative weights, the plain ordering \(F^{k+1}\le F^k\) holds.

## Checking a table of radial integrals

For two real orbitals with radial functions \(P_a\) and \(P_b\) (each \(r\) times the usual \(R\)), take \(\rho_i=w_iP_a(r_i)P_b(r_i)\), where \(w_i\) is the quadrature weight. The bound then applies, up to rounding, to a code that evaluates \(G^k\) as this double sum. A Poisson solver, or a quadrature corrected at the cusp \(r=s\), computes a different discrete expression. For \(F^k\) the two sets of weights are \(w_iP_a(r_i)^2\) and \(w_iP_b(r_i)^2\), which are nonnegative if no quadrature weight is negative.

Angular selection rules usually leave orders two apart. Applying the bound twice gives, for a p–d pair, \(G^3/7\le G^1/3\). The integrals meant are those with an upper index; the lower-index parameters \(G_k\) contain further denominators.

## The gap as the integral of a square

**Direct case.** Since \(g_{k+1}=(\min/\max)\,g_k\le g_k\), multiplying by \(\rho_i\sigma_j\ge0\) and summing gives \(F^{k+1}\le F^k\).

**Exchange case.** The weights now have signs, so a comparison term by term fails. Define

\[
p_r(v)=(rv)^k\max(0,1-rv),
\]

where \(v\) is an inverse distance. Let \(r\le s\) and \(t=r/s\). The product \(p_rp_s\) vanishes for \(v\ge1/s\), so for any \(B\ge1/s\)

\[
\begin{aligned}
\int_0^B p_rp_s\,dv
&=(rs)^k\int_0^{1/s}\left(v^{2k}-(r+s)v^{2k+1}+rs\,v^{2k+2}\right)dv\\
&=\frac{r^k}{s^{k+1}}\left[\frac1{2k+1}-\frac{1+t}{2k+2}+\frac{t}{2k+3}\right]\\
&=\frac{g_k(r,s)}{2k+2}\left[\frac1{2k+1}-\frac{t}{2k+3}\right].
\end{aligned}
\]

Because \(t\,g_k=g_{k+1}\), this says

\[
\frac{g_k}{2k+1}-\frac{g_{k+1}}{2k+3}=(2k+2)\int_0^B p_rp_s\,dv .
\]

Both sides are symmetric in \(r\) and \(s\), so the order of the radii does not matter. Choose \(B\) at least as large as every \(1/r_i\), multiply by \(\rho_i\rho_j\) and sum:

\[
\frac{G^k}{2k+1}-\frac{G^{k+1}}{2k+3}
=(2k+2)\int_0^B\Big(\sum_i\rho_i\,p_{r_i}(v)\Big)^2dv\ge0 .
\]

**Two radii.** For radii \(1\) and \(x>1\) with weights \(1\) and \(-1\), \(G^k=1+1/x-2/x^{k+1}\). Hence

\[
G^0=\frac{x-1}{x},\qquad G^1=\frac{(x-1)(x+2)}{x^2},\qquad \frac{G^1}{G^0}=1+\frac2x .
\]

At \(x=2\) the values are \(G^0=1/2\) and \(G^1=1\), so \(G^k\) itself can increase. The selection rules never leave orders 0 and 1 together for one pair of shells, but two different p shells have orders 0 and 2, and here \(G^2=5/4\) also exceeds \(G^0\). As \(x\to1\) the ratio \(G^1/G^0\) tends to \(3\), so the factor in \(G^1\le3G^0\) is the best possible. Explicitly, for \(C<3\) take \(x=1+(3-C)/4\). With \(d=3-C\),

\[
x+2-Cx=\frac d2+\frac{d^2}4>0,
\]

and multiplying by \((x-1)/x^2\) gives \(G^1>CG^0\).

**Large \(k\).** For fixed radii and weights \(G^k\) stays bounded, so \(G^k/(2k+1)\to0\). A nonincreasing sequence with limit zero is nonnegative, hence \(G^k\ge0\). This last inference is an argument in prose and has no theorem in the code below.

## Lean source

```lean
import Mathlib

namespace SlaterIntegralOrdering

noncomputable section

/-- The radial kernel of multipole order `k` in the Coulomb repulsion of two electrons
at positive radii `r` and `s`. -/
def slaterKernel (k : ℕ) (r s : ℝ) : ℝ := min r s ^ k / max r s ^ (k + 1)

/-- The Slater integral of order `k` between two radial densities or overlap densities `ρ` and `σ`,
given as real weights of any sign on finitely many positive radii `r i`. -/
def slaterIntegral {ι : Type*} [Fintype ι] (k : ℕ) (r ρ σ : ι → ℝ) : ℝ :=
  ∑ i, ∑ j, ρ i * σ j * slaterKernel k (r i) (r j)

/-- A radial probe function of the inverse distance `v`, cut off where `r * v` exceeds one. -/
def probe (k : ℕ) (r v : ℝ) : ℝ := (r * v) ^ k * max 0 (1 - r * v)

/-- The probe function is continuous in the inverse distance. -/
theorem probe_continuous (k : ℕ) (r : ℝ) : Continuous (probe k r) := by
  unfold probe
  fun_prop

/-- For two nonnegative radial densities on positive radii, the direct integrals `F^k`
do not increase with the multipole order `k`. -/
theorem direct_antitone {ι : Type*} [Fintype ι] (r ρ σ : ι → ℝ) (hr : ∀ i, 0 < r i)
    (hρ : ∀ i, 0 ≤ ρ i) (hσ : ∀ i, 0 ≤ σ i) :
    Antitone (fun k : ℕ => slaterIntegral k r ρ σ) := by
  refine antitone_nat_of_succ_le fun k => ?_
  refine Finset.sum_le_sum fun i _ => Finset.sum_le_sum fun j _ => ?_
  refine mul_le_mul_of_nonneg_left ?_ (mul_nonneg (hρ i) (hσ j))
  -- each further order multiplies the kernel by min / max, which is at most one
  have hm : 0 < min (r i) (r j) := lt_min (hr i) (hr j)
  have hM : 0 < max (r i) (r j) := lt_max_of_lt_left (hr i)
  unfold slaterKernel
  rw [div_le_div_iff₀ (pow_pos hM _) (pow_pos hM _)]
  have h := mul_le_mul_of_nonneg_left (min_le_max (a := r i) (b := r j))
    (mul_nonneg (pow_nonneg hm.le k) (pow_nonneg hM.le (k + 1)))
  calc min (r i) (r j) ^ (k + 1) * max (r i) (r j) ^ (k + 1)
      = min (r i) (r j) ^ k * max (r i) (r j) ^ (k + 1) * min (r i) (r j) := by ring
    _ ≤ min (r i) (r j) ^ k * max (r i) (r j) ^ (k + 1) * max (r i) (r j) := h
    _ = min (r i) (r j) ^ k * max (r i) (r j) ^ (k + 1 + 1) := by ring

/-- For radii `0 < r ≤ s` and a cutoff `B` not below `1 / s`, the gap between successive kernels,
each divided by `2k+1` for its order `k`, is `2k+2` times the integral from `0` to `B` of the
product of two probe functions. -/
theorem kernel_gap_of_le (k : ℕ) {r s B : ℝ} (hr : 0 < r) (hrs : r ≤ s) (hB : 1 / s ≤ B) :
    slaterKernel k r s / (2 * k + 1) - slaterKernel (k + 1) r s / (2 * k + 3)
      = (2 * k + 2) * ∫ v in (0 : ℝ)..B, probe k r v * probe k s v := by
  have hs : 0 < s := hr.trans_le hrs
  have hc : Continuous fun v => probe k r v * probe k s v :=
    (probe_continuous k r).mul (probe_continuous k s)
  -- beyond 1 / s the probe of the outer electron vanishes
  have hout : ∫ v in (1 / s)..B, probe k r v * probe k s v = 0 := by
    have h : ∫ v in (1 / s)..B, probe k r v * probe k s v = ∫ _v in (1 / s)..B, (0 : ℝ) := by
      refine intervalIntegral.integral_congr fun v hv => ?_
      rw [Set.uIcc_of_le hB] at hv
      have h1 : 1 ≤ v * s := (div_le_iff₀ hs).1 hv.1
      have h2 : max 0 (1 - s * v) = 0 := max_eq_left (by linarith [mul_comm v s])
      simp only [probe, h2, mul_zero]
    rw [h, intervalIntegral.integral_zero]
  -- below 1 / s the integrand is a polynomial
  have hin : ∫ v in (0 : ℝ)..(1 / s), probe k r v * probe k s v
      = ∫ v in (0 : ℝ)..(1 / s), (r * s) ^ k *
        (v ^ (2 * k) - (r + s) * v ^ (2 * k + 1) + r * s * v ^ (2 * k + 2)) := by
    refine intervalIntegral.integral_congr fun v hv => ?_
    rw [Set.uIcc_of_le (by positivity)] at hv
    have h1 : v * s ≤ 1 := (le_div_iff₀ hs).1 hv.2
    have h2 : r * v ≤ s * v := mul_le_mul_of_nonneg_right hrs hv.1
    have h3 : max 0 (1 - s * v) = 1 - s * v := max_eq_right (by linarith [mul_comm v s])
    have h4 : max 0 (1 - r * v) = 1 - r * v := max_eq_right (by linarith [mul_comm v s])
    simp only [probe, h3, h4]
    ring
  have hp : ∀ (n : ℕ) (v : ℝ),
      HasDerivAt (fun v : ℝ => v ^ (n + 1) / ((n : ℝ) + 1)) (v ^ n) v := by
    intro n v
    have hn : (n : ℝ) + 1 ≠ 0 := by positivity
    refine ((hasDerivAt_pow (n + 1) v).div_const ((n : ℝ) + 1)).congr_deriv ?_
    rw [Nat.add_sub_cancel, Nat.cast_add_one]
    exact mul_div_cancel_left₀ _ hn
  have hF := intervalIntegral.integral_eq_sub_of_hasDerivAt (a := 0) (b := 1 / s)
    (f' := fun v : ℝ => (r * s) ^ k *
      (v ^ (2 * k) - (r + s) * v ^ (2 * k + 1) + r * s * v ^ (2 * k + 2)))
    (fun v _ => (((hp (2 * k) v).fun_sub ((hp (2 * k + 1) v).const_mul (r + s))).fun_add
      ((hp (2 * k + 2) v).const_mul (r * s))).const_mul ((r * s) ^ k))
    (Continuous.intervalIntegrable (by fun_prop) _ _)
  have z : ∀ n : ℕ, (0 : ℝ) ^ (n + 1) = 0 := fun n => zero_pow n.succ_ne_zero
  rw [← intervalIntegral.integral_add_adjacent_intervals
    (hc.intervalIntegrable 0 (1 / s)) (hc.intervalIntegrable (1 / s) B), hout, hin, hF]
  simp only [slaterKernel, min_eq_left hrs, max_eq_right hrs, z, one_div_pow, mul_pow]
  push_cast
  field_simp
  ring

/-- For positive radii and a cutoff `B` not below any inverse radius, the gap between
successive exchange integrals, each divided by `2k+1` for its order `k`, is a positive
multiple of the integral of a square. -/
theorem exchange_gap {ι : Type*} [Fintype ι] (k : ℕ) (r ρ : ι → ℝ) {B : ℝ}
    (hr : ∀ i, 0 < r i) (hB : ∀ i, 1 / r i ≤ B) :
    slaterIntegral k r ρ ρ / (2 * k + 1) - slaterIntegral (k + 1) r ρ ρ / (2 * k + 3)
      = (2 * k + 2) * ∫ v in (0 : ℝ)..B, (∑ i, ρ i * probe k (r i) v) ^ 2 := by
  have hc : ∀ i j, Continuous fun v => ρ i * ρ j * (probe k (r i) v * probe k (r j) v) :=
    fun i j => continuous_const.mul ((probe_continuous k (r i)).mul (probe_continuous k (r j)))
  -- expand the square into pair contributions
  have hI : ∫ v in (0 : ℝ)..B, (∑ i, ρ i * probe k (r i) v) ^ 2
      = ∑ i, ∑ j, ρ i * ρ j * ∫ v in (0 : ℝ)..B, probe k (r i) v * probe k (r j) v := by
    have h : ∫ v in (0 : ℝ)..B, (∑ i, ρ i * probe k (r i) v) ^ 2
        = ∫ v in (0 : ℝ)..B, ∑ i, ∑ j, ρ i * ρ j * (probe k (r i) v * probe k (r j) v) := by
      refine intervalIntegral.integral_congr fun v _ => ?_
      simp only [sq, Finset.sum_mul_sum]
      exact Finset.sum_congr rfl fun i _ => Finset.sum_congr rfl fun j _ => by ring
    rw [h, intervalIntegral.integral_finsetSum fun i _ =>
      (continuous_finsetSum _ fun j _ => hc i j).intervalIntegrable _ _]
    refine Finset.sum_congr rfl fun i _ => ?_
    rw [intervalIntegral.integral_finsetSum fun j _ => (hc i j).intervalIntegrable _ _]
    exact Finset.sum_congr rfl fun j _ => intervalIntegral.integral_const_mul _ _
  rw [hI]
  simp only [slaterIntegral, Finset.sum_div, ← Finset.sum_sub_distrib, Finset.mul_sum]
  refine Finset.sum_congr rfl fun i _ => Finset.sum_congr rfl fun j _ => ?_
  rcases le_total (r i) (r j) with h | h
  · linear_combination ρ i * ρ j * kernel_gap_of_le k (hr i) h (hB j)
  · have hg := kernel_gap_of_le k (hr j) h (hB i)
    simp only [slaterKernel, min_comm (r j), max_comm (r j), mul_comm (probe k (r j) _)] at hg
    simp only [slaterKernel]
    linear_combination ρ i * ρ j * hg

/-- For an overlap density of any sign on positive radii, the exchange integrals divided by
`2k+1`, that is `G^k / (2k+1)`, do not increase with the multipole order `k`. -/
theorem exchange_antitone {ι : Type*} [Fintype ι] (r ρ : ι → ℝ) (hr : ∀ i, 0 < r i) :
    Antitone (fun k : ℕ => slaterIntegral k r ρ ρ / (2 * (k : ℝ) + 1)) := by
  refine antitone_nat_of_succ_le fun k => ?_
  have hn : ∀ i ∈ Finset.univ, 0 ≤ 1 / r i := fun i _ => (one_div_pos.2 (hr i)).le
  -- the sum of all inverse radii serves as a common cutoff
  have hg := exchange_gap k r ρ hr
    (fun i => Finset.single_le_sum hn (Finset.mem_univ i))
  have hpos : 0 ≤ ∫ v in (0 : ℝ)..(∑ i, 1 / r i), (∑ i, ρ i * probe k (r i) v) ^ 2 :=
    intervalIntegral.integral_nonneg (Finset.sum_nonneg hn) fun v _ => sq_nonneg _
  have hmul := mul_nonneg (show (0 : ℝ) ≤ 2 * k + 2 by positivity) hpos
  have e : 2 * ((k + 1 : ℕ) : ℝ) + 1 = 2 * k + 3 := by push_cast; ring
  rw [e]
  linarith

/-- Closed forms of `G^0` and `G^1` for opposite unit weights at the radii `1` and `x > 1`. -/
theorem two_radii {x : ℝ} (hx : 1 < x) :
    slaterIntegral 0 ![1, x] ![1, -1] ![1, -1] = (x - 1) / x ∧
    slaterIntegral 1 ![1, x] ![1, -1] ![1, -1] = (x - 1) * (x + 2) / x ^ 2 := by
  have h0 : x ≠ 0 := by linarith
  constructor <;>
  · simp [slaterIntegral, slaterKernel, Fin.sum_univ_two, min_eq_left hx.le,
      max_eq_right hx.le, min_eq_right hx.le, max_eq_left hx.le]
    field_simp
    ring

/-- Exchange integrals themselves can grow with the order: radii `1, 2` with weights `1, -1`
give `G^0 = 1/2` and `G^1 = 1`. -/
theorem exchange_can_increase :
    slaterIntegral 0 ![1, 2] ![1, -1] ![1, -1] = 1 / 2 ∧
    slaterIntegral 1 ![1, 2] ![1, -1] ![1, -1] = 1 := by
  obtain ⟨h0, h1⟩ := two_radii (x := 2) (by norm_num)
  rw [h0, h1]
  norm_num

/-- For every constant `C` below `3` there are two radii `1` and `x > 1` at which opposite
unit weights give `G^1 > C G^0`. -/
theorem factor_three_sharp {C : ℝ} (hC : C < 3) :
    ∃ x : ℝ, 1 < x ∧ C * slaterIntegral 0 ![1, x] ![1, -1] ![1, -1]
      < slaterIntegral 1 ![1, x] ![1, -1] ![1, -1] := by
  have hx : 1 < 1 + (3 - C) / 4 := by linarith
  refine ⟨1 + (3 - C) / 4, hx, ?_⟩
  obtain ⟨h0, h1⟩ := two_radii hx
  rw [h0, h1]
  have hb : C * (1 + (3 - C) / 4) < 1 + (3 - C) / 4 + 2 := by nlinarith [sq_nonneg (3 - C)]
  generalize 1 + (3 - C) / 4 = x at hx hb
  have hx0 : 0 < x := by linarith
  rw [← mul_div_assoc, div_lt_div_iff₀ hx0 (pow_pos hx0 2)]
  have h := mul_lt_mul_of_pos_left hb (mul_pos (sub_pos.2 hx) hx0)
  linarith

end

end SlaterIntegralOrdering
```

```lean
#print axioms SlaterIntegralOrdering.direct_antitone
#print axioms SlaterIntegralOrdering.exchange_antitone
#print axioms SlaterIntegralOrdering.exchange_can_increase
#print axioms SlaterIntegralOrdering.factor_three_sharp
```

```
'SlaterIntegralOrdering.direct_antitone' depends on axioms: [propext, Classical.choice, Quot.sound]
'SlaterIntegralOrdering.exchange_antitone' depends on axioms: [propext, Classical.choice, Quot.sound]
'SlaterIntegralOrdering.exchange_can_increase' depends on axioms: [propext, Classical.choice, Quot.sound]
'SlaterIntegralOrdering.factor_three_sharp' depends on axioms: [propext, Classical.choice, Quot.sound]
```

## From the Lean statements to computed integrals

`slaterKernel` is \(g_k\), and `slaterIntegral k r ρ σ` is the double sum over a finite index type `ι`. Passing `ρ` twice gives \(G^k\). In the exchange case `ρ` is an overlap density, whose weights may have either sign. Quadrature weights are absorbed into it, and no normalisation is assumed. `Antitone` means nonincreasing between any two orders, not only neighbouring ones.

`direct_antitone` and `exchange_antitone` are the two orderings. Both assume positive radii; only the first assumes nonnegative weights. `exchange_can_increase` gives the values at radii \(1,2\), and `factor_three_sharp` concerns the step from \(G^0\) to \(G^1\) alone.

The proofs follow the derivation:

- `direct_antitone` reduces to successive orders, then compares the sums term by term.
- `kernel_gap_of_le` splits the integral at \(1/s\). Its step `hout` removes the outer part, `hin` replaces the inner integrand by the polynomial, and `hF` integrates it from the antiderivatives in `hp`. The closing `field_simp` and `ring` do the algebra with fractions.
- `exchange_gap` expands the square, exchanges finite sums with the integral, and treats \(r_i\le r_j\) and \(r_j\le r_i\) separately.
- `exchange_antitone` takes \(B=\sum_i1/r_i\) and uses that the integral of a square is nonnegative.
- `two_radii` evaluates the four-term sums, from which the last two theorems follow.

The step left open between these sums and the exact Slater integrals of given orbitals is the passage from finite sums to integrals over continuous radial functions. The statement could have been modelled with such integrals from the start. The pair identity would stay the same, but integrability conditions and a justified exchange of integrals would be needed, and with radii reaching down to zero the cutoff \(B\) would become infinite.

The theorems concern real numbers, so a floating-point check needs a tolerance. A table that satisfies the inequalities may still contain wrong values.
